# Two non-commuting SU(2) matrices U and V make I, U, V, UV a basis of the complex 2×2 matrices

An operator on a single spin one-half, or on a single qubit, is a complex $2\times 2$ matrix. We write $I$ for the identity, $\operatorname{tr}$ for the trace and $X^\dagger$ for the conjugate transpose of $X$. A gate is a unitary matrix. The group U(2) contains all gates, and SU(2) contains those of determinant one. For operators $A$ and $B$, the commutator is

$$C = AB - BA,$$

and the four *words* in $A$ and $B$ are $I, A, B, AB$, numbered 0 to 3 in this order. Linear independence and span are always meant over the complex numbers.

## From the determinant of the commutator to a basis

The claim is that for $U, V$ in U(2) the words $I, U, V, UV$ are linearly independent exactly when $UV \neq VU$. Since the operator space has dimension four, two non-commuting elements of SU(2) then give a basis of it. The argument first treats arbitrary matrices, for which the right condition is $\det C \neq 0$, and uses unitarity only at the end.

**Two identities.** The Cayley–Hamilton theorem for a $2\times2$ matrix $M$ reads $M^2 - (\operatorname{tr} M)M + (\det M) I = 0$, with $\det M = \tfrac12[(\operatorname{tr} M)^2 - \operatorname{tr} M^2]$. Writing it for $A+B$ and subtracting the versions for $A$ and for $B$ gives

$$AB + BA = (\operatorname{tr}A)B + (\operatorname{tr}B)A + [\operatorname{tr}(AB) - \operatorname{tr}A\operatorname{tr}B]\,I .$$

Because $C = 2AB - (AB+BA)$, this expands the commutator in the four words:

$$C = 2AB - (\operatorname{tr}A)B - (\operatorname{tr}B)A - [\operatorname{tr}(AB) - \operatorname{tr}A\operatorname{tr}B]\,I. \tag{1}$$

Since $\operatorname{tr}C = 0$, Cayley–Hamilton for $C$ itself gives

$$C^2 = -(\det C)\,I. \tag{2}$$

**If $\det C \neq 0$, the words are independent.** First, $I$ and $A$ are independent: if $xI + yA = 0$, taking the commutator with $B$ gives $yC = 0$, so $y = 0$ and then $x = 0$. Now suppose

$$R = x_0 I + x_1 A + x_2 B + x_3 AB = 0.$$

Then

$$0 = AR - RA = x_2 C + x_3 AC = (x_2 I + x_3 A)\,C .$$

As $C$ is invertible, $x_2 I + x_3 A = 0$, hence $x_2 = x_3 = 0$. What remains is $x_0 I + x_1 A = 0$, so $x_0 = x_1 = 0$ as well.

**If the words are independent, then $\det C \neq 0$.** Suppose that they are independent and $\det C = 0$. Cyclicity of the trace gives $\operatorname{tr}C = \operatorname{tr}(CA) = \operatorname{tr}(CB) = 0$. It also gives

$$\operatorname{tr}(C\,AB) = \operatorname{tr}(ABAB) - \operatorname{tr}(A^2B^2) = -\operatorname{tr}(C\,BA),$$

so $2\operatorname{tr}(C\,AB) = \operatorname{tr}(C^2) = -2\det C$ by (2), and $\operatorname{tr}(C\,AB) = -\det C = 0$. Four independent words span the operator space, so $\operatorname{tr}(CX) = 0$ for every $X$. Choosing for $X$ the matrices with a single entry 1 shows that every entry of $C$ vanishes. But then (1) is a linear relation among the words in which $AB$ has coefficient 2, a contradiction.

**Unitary gates.** Let $U$ be unitary. Cayley–Hamilton says $(\det U) I = [(\operatorname{tr}U) I - U]\,U$. Multiplying on the right by $U^\dagger$ and using $|\det U| = 1$,

$$U^\dagger = \overline{\det U}\,[(\operatorname{tr}U) I - U]. \tag{3}$$

Now let $C = UV - VU$. In $C^\dagger = V^\dagger U^\dagger - U^\dagger V^\dagger$ the multiples of $I$ from (3) drop out, leaving

$$C^\dagger = \overline{\det U}\;\overline{\det V}\,(VU - UV) = -\overline{\det U}\;\overline{\det V}\;C .$$

If $\det C = 0$, then $C^2 = 0$ by (2), so $CC^\dagger = 0$. The trace of $CC^\dagger$ is $\sum_{ij}|C_{ij}|^2$, and therefore $C = 0$. For unitary gates, then, $\det C \neq 0$ and $C \neq 0$ are the same condition, which proves the claim.

The step that most easily goes wrong is the cancellation of $C$ in $(x_2 I + x_3 A)C = 0$. Knowing that $C \neq 0$ does not justify it, because a non-zero matrix can be singular. Take

$$A = \begin{pmatrix}2&0\\0&\tfrac12\end{pmatrix},\quad B = \begin{pmatrix}1&1\\0&1\end{pmatrix},\quad C = \begin{pmatrix}0&\tfrac32\\0&0\end{pmatrix}.$$

Both matrices have determinant one and they do not commute, yet all four words are upper triangular and so lie in a space of dimension three.

For a single two-level system, the result means that any observable or error operator has a unique expansion in $I, U, V, UV$ once two non-commuting gates are given.

## Operators, commutator and words in Lean

```lean
import Mathlib

open Matrix
open scoped ComplexOrder

namespace NoncommutingGates
```

The type of operators is fixed as complex matrices with both indices in `Fin 2`.

```lean
/-- Operators on a single spin one-half. -/
abbrev Op := Matrix (Fin 2) (Fin 2) ℂ
```

The commutator carries no factor of $i$ or $\hbar$.

```lean
/-- The commutator of two operators. -/
def gateComm (A B : Op) : Op := A * B - B * A
```

The words form a family indexed by `Fin 4`, not a set. Independence of a family also rules out repetitions, so the case $U = V$ counts as dependent, as it should.

```lean
/-- The four operators `I`, `A`, `B` and `AB`. -/
def words (A B : Op) : Fin 4 → Op := ![1, A, B, A * B]
```

## The commutator identities and the dimension count

Identity (1) is stated for all operators. Where the derivation by hand uses Cayley–Hamilton, the proof compares the four matrix entries, and `ring` settles each polynomial identity.

```lean
/-- The commutator of two spin one-half operators is a combination of `AB`, `B`, `A` and `I`,
with coefficients given by traces. -/
theorem gateComm_expansion (A B : Op) :
    gateComm A B = (2 : ℂ) • (A * B) - A.trace • B - B.trace • A
      - ((A * B).trace - A.trace * B.trace) • (1 : Op) := by
  ext i j
  fin_cases i <;> fin_cases j <;>
    simp [gateComm, Matrix.mul_apply, Matrix.trace_fin_two, Fin.sum_univ_two] <;> ring
```

Identity (2) is proved in the same way.

```lean
/-- The square of a commutator is minus its determinant times the identity. -/
theorem gateComm_sq (A B : Op) :
    gateComm A B * gateComm A B = (-(gateComm A B).det) • (1 : Op) := by
  ext i j
  fin_cases i <;> fin_cases j <;>
    simp [gateComm, Matrix.mul_apply, Matrix.det_fin_two, Fin.sum_univ_two] <;> ring
```

The next lemma is the dimension count: four independent vectors in a space of dimension four span it.

```lean
/-- If `I`, `A`, `B`, `AB` are linearly independent, they span all spin one-half operators. -/
theorem words_span {A B : Op} (h : LinearIndependent ℂ (words A B)) :
    Submodule.span ℂ (Set.range (words A B)) = ⊤ :=
  h.span_eq_top_of_card_eq_finrank' (by simp [Module.finrank_matrix])
```

## Independence for arbitrary operators

The following theorem assumes nothing about $A$ and $B$. Its first half is the trace argument. The facts `t0` to `t3` are the four vanishing traces, and only `t3` uses $\det C = 0$. Induction over the span extends them to every operator in `htr`, and four test matrices then give $C = 0$. The relation read off from `gateComm_expansion` would force its coefficient with index 3, which is 2, to vanish.

In the second half, `key` is the independence of $I$ and $A$, and the coefficients `g 0` to `g 3` are $x_0$ to $x_3$. The calculation `hC` commutes the relation with $A$. The cancellation is made with `hu`, which says that $C$ is invertible and is obtained from the non-zero determinant.

```lean
/-- For arbitrary spin one-half operators, `I`, `A`, `B`, `AB` are linearly independent exactly
when the commutator of `A` and `B` has non-zero determinant. -/
theorem words_independent_iff_det (A B : Op) :
    LinearIndependent ℂ (words A B) ↔ (gateComm A B).det ≠ 0 := by
  constructor
  · intro h h0
    -- the commutator is trace-orthogonal to each of the four words, hence to everything
    have t0 : (gateComm A B * 1).trace = 0 := by
      simp only [mul_one, gateComm, Matrix.trace_fin_two, Matrix.sub_apply, Matrix.mul_apply,
        Fin.sum_univ_two]
      ring
    have t1 : (gateComm A B * A).trace = 0 := by
      simp only [gateComm, Matrix.trace_fin_two, Matrix.sub_apply, Matrix.mul_apply,
        Fin.sum_univ_two]
      ring
    have t2 : (gateComm A B * B).trace = 0 := by
      simp only [gateComm, Matrix.trace_fin_two, Matrix.sub_apply, Matrix.mul_apply,
        Fin.sum_univ_two]
      ring
    have t3 : (gateComm A B * (A * B)).trace = 0 := by
      have : (gateComm A B * (A * B)).trace = -(gateComm A B).det := by
        simp only [gateComm, Matrix.trace_fin_two, Matrix.det_fin_two, Matrix.sub_apply,
          Matrix.mul_apply, Fin.sum_univ_two]
        ring
      rw [this, h0, neg_zero]
    have htr : ∀ X : Op, (gateComm A B * X).trace = 0 := by
      intro X
      have hX : X ∈ Submodule.span ℂ (Set.range (words A B)) := by
        rw [words_span h]; exact Submodule.mem_top
      induction hX using Submodule.span_induction with
      | mem x hx =>
        obtain ⟨i, rfl⟩ := hx
        fin_cases i
        exacts [t0, t1, t2, t3]
      | zero => simp
      | add x y _ _ hx hy => rw [mul_add, Matrix.trace_add, hx, hy, add_zero]
      | smul c x _ hx => rw [mul_smul_comm, Matrix.trace_smul, hx, smul_zero]
    have hC : gateComm A B = 0 := by
      have e00 := htr !![1, 0; 0, 0]
      have e01 := htr !![0, 0; 1, 0]
      have e10 := htr !![0, 1; 0, 0]
      have e11 := htr !![0, 0; 0, 1]
      simp [Matrix.trace_fin_two, Matrix.mul_apply, Fin.sum_univ_two] at e00 e01 e10 e11
      ext i j
      fin_cases i <;> fin_cases j <;> simp [e00, e01, e10, e11]
    -- a vanishing commutator is a linear relation in which `AB` has coefficient two
    have hrel := Fintype.linearIndependent_iff.1 h
      ![-((A * B).trace - A.trace * B.trace), -B.trace, -A.trace, 2] (by
        rw [← hC, gateComm_expansion, Fin.sum_univ_four]
        change (-((A * B).trace - A.trace * B.trace)) • (1 : Op) + (-B.trace) • A
          + (-A.trace) • B + (2 : ℂ) • (A * B) = _
        module) 3
    have h2 : (2 : ℂ) = 0 := hrel
    norm_num at h2
  · intro hdet
    have hne : gateComm A B ≠ 0 := by
      intro h0
      apply hdet
      rw [h0]
      simp
    -- `A` is not a multiple of the identity
    have key : ∀ x y : ℂ, x • (1 : Op) + y • A = 0 → x = 0 ∧ y = 0 := by
      intro x y hxy
      have h1 : y • gateComm A B = 0 := by
        calc y • gateComm A B
            = (x • (1 : Op) + y • A) * B - B * (x • (1 : Op) + y • A) := by
              simp only [gateComm, mul_add, add_mul, smul_mul_assoc, mul_smul_comm, one_mul,
                mul_one, smul_sub]
              abel
          _ = 0 := by rw [hxy]; simp
      have hy : y = 0 := (smul_eq_zero.1 h1).resolve_right hne
      have h00 := congrFun (congrFun hxy 0) 0
      exact ⟨by simpa [hy] using h00, hy⟩
    rw [Fintype.linearIndependent_iff]
    intro g hg
    have h : g 0 • (1 : Op) + g 1 • A + g 2 • B + g 3 • (A * B) = 0 := by
      rw [Fin.sum_univ_four] at hg
      exact hg
    -- commute the relation with `A`, then cancel the invertible commutator
    have hC : (g 2 • (1 : Op) + g 3 • A) * gateComm A B = 0 := by
      calc (g 2 • (1 : Op) + g 3 • A) * gateComm A B
          = A * (g 0 • (1 : Op) + g 1 • A + g 2 • B + g 3 • (A * B))
            - (g 0 • (1 : Op) + g 1 • A + g 2 • B + g 3 • (A * B)) * A := by
            simp only [gateComm, mul_add, add_mul, mul_sub, smul_mul_assoc, mul_smul_comm,
              one_mul, mul_one, mul_assoc]
            abel
        _ = 0 := by rw [h]; simp
    have hu : IsUnit (gateComm A B) :=
      (Matrix.isUnit_iff_isUnit_det _).2 (isUnit_iff_ne_zero.2 hdet)
    obtain ⟨h2, h3⟩ := key _ _ (hu.mul_left_eq_zero.1 hC)
    rw [h2, h3, zero_smul, zero_smul, add_zero, add_zero] at h
    obtain ⟨h0, h1⟩ := key _ _ h
    intro i
    fin_cases i
    exacts [h0, h1, h2, h3]
```

## What unitarity adds

Equation (3) comes next, for any element of U(2). The proof derives $\overline{\det U}\det U = 1$ from $U^\dagger U = I$, checks Cayley–Hamilton by entries as `hCH`, and chains the two together.

```lean
/-- The adjoint of a one-qubit gate is the conjugate of its determinant times
`(tr U) I - U`. -/
theorem unitary_adjoint {U : Op} (hU : U ∈ Matrix.unitaryGroup (Fin 2) ℂ) :
    Uᴴ = star U.det • (U.trace • (1 : Op) - U) := by
  have h1 : Uᴴ * U = 1 := Matrix.mem_unitaryGroup_iff'.1 hU
  have h2 : U * Uᴴ = 1 := Matrix.mem_unitaryGroup_iff.1 hU
  have hd : star U.det * U.det = 1 := by
    rw [← Matrix.det_conjTranspose, ← Matrix.det_mul, h1, Matrix.det_one]
  have hCH : U.det • (1 : Op) = (U.trace • (1 : Op) - U) * U := by
    ext i j
    fin_cases i <;> fin_cases j <;>
      simp [sub_mul, Matrix.mul_apply, Matrix.det_fin_two, Matrix.trace_fin_two,
        Fin.sum_univ_two] <;> ring
  calc Uᴴ = (star U.det * U.det) • Uᴴ := by rw [hd, one_smul]
    _ = star U.det • ((U.det • (1 : Op)) * Uᴴ) := by rw [smul_mul_assoc, one_mul, smul_smul]
    _ = star U.det • (U.trace • (1 : Op) - U) := by rw [hCH, mul_assoc, h2, mul_one]
```

The equivalence for U(2) replaces independence by $\det C \neq 0$ through the general theorem. One direction is immediate, since commuting gates have $C = 0$. In the other, `hadj` is the proportionality of $C^\dagger$ and $C$, and `hz` is $CC^\dagger = 0$. The hypotheses `hU` and `hV` are unitarity alone, so gates with any global phase are included.

```lean
/-- For one-qubit gates `U` and `V`, the operators `I`, `U`, `V`, `UV` are linearly independent
over the complex numbers exactly when the gates do not commute. -/
theorem unitary_words_independent_iff {U V : Op} (hU : U ∈ Matrix.unitaryGroup (Fin 2) ℂ)
    (hV : V ∈ Matrix.unitaryGroup (Fin 2) ℂ) :
    LinearIndependent ℂ (words U V) ↔ U * V ≠ V * U := by
  rw [words_independent_iff_det]
  constructor
  · intro hdet hc
    apply hdet
    simp [gateComm, hc]
  · intro hne h0
    -- the adjoint of the commutator is a multiple of the commutator itself
    have hadj : (gateComm U V)ᴴ = (-(star U.det * star V.det)) • gateComm U V := by
      simp only [gateComm, Matrix.conjTranspose_sub, Matrix.conjTranspose_mul]
      rw [unitary_adjoint hU, unitary_adjoint hV]
      simp only [smul_mul_assoc, mul_smul_comm, sub_mul, mul_sub, one_mul, mul_one]
      module
    have hz : gateComm U V * (gateComm U V)ᴴ = 0 := by
      rw [hadj, mul_smul_comm, gateComm_sq, h0, neg_zero, zero_smul, smul_zero]
    exact hne (sub_eq_zero.1 (Matrix.self_mul_conjTranspose_eq_zero.1 hz))
```

## The basis and the generated algebra for SU(2)

Here `U` and `V` are elements of the group SU(2), and `(U : Op)` is the underlying matrix. The hypothesis `h` says that they do not commute in the group, which `Subtype.ext` translates into a statement about matrices. The conclusion expresses the basis property as two facts, linear independence and a span equal to the whole space.

```lean
/-- If `U` and `V` in SU(2) do not commute, then `I`, `U`, `V`, `UV` are linearly independent
and span the complex 2 by 2 matrices. -/
theorem su2_words_basis (U V : Matrix.specialUnitaryGroup (Fin 2) ℂ) (h : U * V ≠ V * U) :
    LinearIndependent ℂ (words (U : Op) (V : Op)) ∧
      Submodule.span ℂ (Set.range (words (U : Op) (V : Op))) = ⊤ := by
  have hli : LinearIndependent ℂ (words (U : Op) (V : Op)) :=
    (unitary_words_independent_iff (Matrix.mem_specialUnitaryGroup_iff.1 U.2).1
      (Matrix.mem_specialUnitaryGroup_iff.1 V.2).1).2 (fun e => h (Subtype.ext e))
  exact ⟨hli, words_span hli⟩
```

`Algebra.adjoin ℂ {(U : Op), (V : Op)}` is the smallest set of operators that contains $U$, $V$ and all multiples of $I$ and is closed under sums, products and complex scaling. It contains the four words, hence their span, which is everything.

```lean
/-- Two non-commuting elements of SU(2) generate the full algebra of spin one-half operators. -/
theorem su2_generate (U V : Matrix.specialUnitaryGroup (Fin 2) ℂ) (h : U * V ≠ V * U) :
    Algebra.adjoin ℂ {(U : Op), (V : Op)} = ⊤ := by
  have h1 : (1 : Op) ∈ Algebra.adjoin ℂ {(U : Op), (V : Op)} := one_mem _
  have hU : (U : Op) ∈ Algebra.adjoin ℂ {(U : Op), (V : Op)} :=
    Algebra.subset_adjoin (by simp)
  have hV : (V : Op) ∈ Algebra.adjoin ℂ {(U : Op), (V : Op)} :=
    Algebra.subset_adjoin (by simp)
  have hUV := mul_mem hU hV
  have hle : Submodule.span ℂ (Set.range (words (U : Op) (V : Op))) ≤
      Subalgebra.toSubmodule (Algebra.adjoin ℂ {(U : Op), (V : Op)}) := by
    rw [Submodule.span_le]
    rintro _ ⟨i, rfl⟩
    fin_cases i
    exacts [h1, hU, hV, hUV]
  rw [(su2_words_basis U V h).2] at hle
  rw [eq_top_iff]
  intro X _
  exact hle Submodule.mem_top
```

Linear combinations are essential in this statement, which is not about approximating every gate by a sequence of $U$s and $V$s. With the Pauli matrices $\sigma_x$ and $\sigma_z$, for example, $i\sigma_x$ and $i\sigma_z$ lie in SU(2) and do not commute, but their products form a group of only eight elements. The theorems also concern one spin one-half only, and say nothing about gates on several qubits.

## Determinant one without unitarity

The last theorem records the diagonal matrix and the shear from above. Its four parts are the two determinants, the failure to commute, seen in the upper right entry, and the dependence of the words, which follows from $\det C = 0$ by the general criterion.

```lean
/-- Determinant one alone is not enough: a diagonal matrix and a shear, both of determinant one,
do not commute, yet their four words are linearly dependent. -/
theorem sl2_counterexample :
    (!![2, 0; 0, 1 / 2] : Op).det = 1 ∧ (!![1, 1; 0, 1] : Op).det = 1 ∧
      (!![2, 0; 0, 1 / 2] : Op) * !![1, 1; 0, 1] ≠ !![1, 1; 0, 1] * !![2, 0; 0, 1 / 2] ∧
      ¬ LinearIndependent ℂ (words !![2, 0; 0, 1 / 2] !![1, 1; 0, 1]) := by
  refine ⟨by norm_num [Matrix.det_fin_two], by norm_num [Matrix.det_fin_two], ?_, ?_⟩
  · intro h
    have h01 := congrFun (congrFun h 0) 1
    norm_num [Matrix.mul_apply, Fin.sum_univ_two] at h01
  · rw [words_independent_iff_det, not_not]
    norm_num [gateComm, Matrix.det_fin_two, Matrix.mul_apply, Fin.sum_univ_two]

end NoncommutingGates
```

```lean
#print axioms NoncommutingGates.su2_words_basis
-- 'NoncommutingGates.su2_words_basis' depends on axioms: [propext, Classical.choice, Quot.sound]
#print axioms NoncommutingGates.su2_generate
-- 'NoncommutingGates.su2_generate' depends on axioms: [propext, Classical.choice, Quot.sound]
#print axioms NoncommutingGates.sl2_counterexample
-- 'NoncommutingGates.sl2_counterexample' depends on axioms: [propext, Classical.choice, Quot.sound]
```
